# MBAR on a chain splits into adjacent two-state equations when each sample overlaps at most one neighbour

A: Take sampled states $0,\dots,K$. Suppose every sample has positive weight in its own state and in at most one other, adjacent state. Then free energies $f$ solve the MBAR equations if and only if they solve the two-state equations of every adjacent pair, each using only samples drawn from that pair.

Q: Neighbouring alchemical windows are often analysed that way. But which equations do you mean, exactly?

A: Sample $n$ was drawn from state $s(n)$, $N_k\ge1$ samples come from state $k$, and $q_k(n)=e^{-u_k(x_n)}$ is the unnormalised Boltzmann weight of configuration $x_n$, with $u_k$ the reduced potential. For a set $S$ of states,
$$e^{-f_k}=\sum_{n:\,s(n)\in S}\frac{q_k(n)}{M_S(n)},\qquad M_S(n)=\sum_{j\in S}N_je^{f_j}q_j(n),\qquad k\in S.$$
In Lean this is `SolvesMBAR s q f S`, with `count` for $N_k$ and `mixture` for $M_S$. All states (`univ`) give MBAR; a pair gives the Bennett acceptance ratio equations.

```lean
import Mathlib

open Finset

namespace MBARChain

noncomputable section

variable {ι σ : Type*} [Fintype ι] [DecidableEq σ]

/-- The number `N_k` of samples drawn from state `k`, where `s n` is the state
from which sample `n` was drawn. -/
def count (s : ι → σ) (k : σ) : ℕ := (univ.filter fun n => s n = k).card

/-- The mixture weight `∑ j ∈ S, N_j exp(f_j) q_j(n)` of sample `n` over the states in `S`. -/
def mixture (s : ι → σ) (q : σ → ι → ℝ) (f : σ → ℝ) (S : Finset σ) (n : ι) : ℝ :=
  ∑ j ∈ S, (count s j : ℝ) * Real.exp (f j) * q j n

/-- The MBAR equations for the states in `S`, using only samples drawn from `S`:
`exp(-f_k) = ∑ n, q_k(n) / ∑ j ∈ S, N_j exp(f_j) q_j(n)` for each `k` in `S`.
They are meant for samples with nonzero mixture weight. -/
def SolvesMBAR (s : ι → σ) (q : σ → ι → ℝ) (f : σ → ℝ) (S : Finset σ) : Prop :=
  ∀ k ∈ S, Real.exp (-f k) = ∑ n with s n ∈ S, q k n / mixture s q f S n
```

Q: And the "flux" further down? Nothing moves here.

A: It is bookkeeping, not a rate. The share of state $k$ in sample $n$ is $w_k(n)=N_ke^{f_k}q_k(n)/M_S(n)$, and the flux $J_{ik}=\sum_{s(n)=i}w_k(n)$ adds up these shares over the samples drawn from $i$.

```lean
/-- The share of state `k` in the mixture weight of sample `n`, for samples with
nonzero mixture weight. -/
def share (s : ι → σ) (q : σ → ι → ℝ) (f : σ → ℝ) (S : Finset σ) (k : σ) (n : ι) : ℝ :=
  (count s k : ℝ) * Real.exp (f k) * q k n / mixture s q f S n

/-- The flux from `i` to `k`: the total share of state `k` in the samples drawn from `i`,
for samples with nonzero mixture weight. -/
def flux (s : ι → σ) (q : σ → ι → ℝ) (f : σ → ℝ) (S : Finset σ) (i k : σ) : ℝ :=
  ∑ n with s n = i, share s q f S k n
```

Q: Real Boltzmann weights have tails. Where does your overlap condition put them?

A: It sets them to zero. `adjacent` and `one_other` demand exact zeros, as hard walls would give; with finite energies and three or more states they fail. Passing from negligible overlap to zero overlap is the step that the theorem leaves to you. Different samples from one state may still overlap different neighbours.

```lean
/-- States `0, ..., K` in a chain: weights are nonnegative, and each sample has positive
weight in its own state and in at most one other state, which is adjacent. -/
structure ChainOverlap {K : ℕ} (s : ι → Fin (K + 1)) (q : Fin (K + 1) → ι → ℝ) : Prop where
  nonneg : ∀ k n, 0 ≤ q k n
  own : ∀ n, 0 < q (s n) n
  adjacent : ∀ k n, q k n ≠ 0 → (k : ℕ) ≤ s n + 1 ∧ (s n : ℕ) ≤ k + 1
  one_other : ∀ n j k, j ≠ s n → k ≠ s n → q j n ≠ 0 → q k n ≠ 0 → j = k
```

Q: Then derive it. Why should fluxes know about MBAR?

A: First, $M_S(n)>0$ for every sample drawn from $S$, because its own state contributes a positive term.

```lean
/-- If weights are nonnegative and positive in the sample's own state, a sample drawn from
a state in `S` has positive mixture weight over `S`. -/
theorem mixture_pos {s : ι → σ} {q : σ → ι → ℝ} (f : σ → ℝ) {S : Finset σ}
    (hq : ∀ k n, 0 ≤ q k n) (hown : ∀ n, 0 < q (s n) n) {n : ι} (hn : s n ∈ S) :
    0 < mixture s q f S n := by
  have hc : 0 < count s (s n) := Finset.card_pos.mpr ⟨n, by simp⟩
  have hc' : (0 : ℝ) < count s (s n) := by exact_mod_cast hc
  refine Finset.sum_pos' (fun j _ => ?_) ⟨s n, hn, ?_⟩
  · exact mul_nonneg (by positivity) (hq j n)
  · exact mul_pos (by positivity) (hown n)
```

Now multiply the equation for $k$ by $N_ke^{f_k}>0$. It becomes $N_k=\sum_{i\in S}J_{ik}$, the inflow. The shares of one sample sum to one, so the outflow $\sum_{i\in S}J_{ki}$ is also $N_k$. Hence the equations say
$$\sum_{i\in S}J_{ik}=\sum_{i\in S}J_{ki}\qquad(k\in S).$$
In the proof, `hout` and `hin` compute the two sums, and `mul_left_cancel₀` undoes the multiplication.

```lean
/-- With every state sampled, nonnegative weights, and positive weight of each sample in its
own state, the MBAR equations say that the flux into each state equals the flux out of it. -/
theorem solvesMBAR_iff_balance {s : ι → σ} {q : σ → ι → ℝ} (f : σ → ℝ) (S : Finset σ)
    (hs : Function.Surjective s) (hq : ∀ k n, 0 ≤ q k n) (hown : ∀ n, 0 < q (s n) n) :
    SolvesMBAR s q f S ↔
      ∀ k ∈ S, ∑ i ∈ S, flux s q f S i k = ∑ i ∈ S, flux s q f S k i := by
  refine forall₂_congr fun k hk => ?_
  -- the outflow counts the samples of state k, since the shares of a sample sum to one
  have hout : ∑ i ∈ S, flux s q f S k i = count s k := by
    unfold flux
    rw [Finset.sum_comm]
    have h1 : ∀ n ∈ univ.filter (fun n => s n = k), ∑ i ∈ S, share s q f S i n = 1 := by
      intro n hn
      have hn' : s n = k := (Finset.mem_filter.mp hn).2
      have hp := mixture_pos f hq hown (n := n) (S := S) (hn' ▸ hk)
      unfold share
      rw [← Finset.sum_div]
      exact div_self hp.ne'
    rw [Finset.sum_congr rfl h1]
    simp [count]
  -- the inflow is a multiple of the right-hand side of the MBAR equation
  have hin : ∑ i ∈ S, flux s q f S i k = (count s k : ℝ) * Real.exp (f k) *
      ∑ n with s n ∈ S, q k n / mixture s q f S n := by
    unfold flux
    simp only [Finset.sum_filter, Finset.mul_sum]
    rw [Finset.sum_comm]
    refine Finset.sum_congr rfl fun n _ => ?_
    rw [Finset.sum_ite_eq]
    split_ifs
    · unfold share
      ring
    · ring
  obtain ⟨m, hm⟩ := hs k
  have hN : 0 < count s k := Finset.card_pos.mpr ⟨m, by simp [hm]⟩
  have hN' : (0 : ℝ) < count s k := by exact_mod_cast hN
  have hc : (0 : ℝ) < count s k * Real.exp (f k) := by positivity
  have he : (count s k : ℝ) * Real.exp (f k) * Real.exp (-f k) = count s k := by
    rw [mul_assoc, ← Real.exp_add]
    simp
  rw [hin, hout]
  constructor
  · intro h
    rw [← h, he]
  · intro h
    exact mul_left_cancel₀ hc.ne' (he.trans h.symm)
```

Q: The pair has a different denominator, though. Its fluxes aren't those of the full problem.

A: The ones between the two states are. For $S=\{a,b\}$ the diagonal term cancels, leaving $J^{S}_{ab}=J^{S}_{ba}$. Take a sample from $a$. If $q_b(n)=0$, its share in $b$ vanishes in both problems. Otherwise it has no weight outside $\{a,b\}$, so both denominators agree. Thus $J^S_{ab}=J_{ab}$, and likewise for $ba$; this is `key`.

```lean
/-- Let every state be sampled, weights be nonnegative, and each sample have positive weight in
its own state and at most one other. Then the two-state equations for `a ≠ b` say that the
fluxes `a → b` and `b → a` of the full problem are equal. -/
theorem pair_iff_detailed_balance [Fintype σ] {s : ι → σ} {q : σ → ι → ℝ} (f : σ → ℝ)
    (hs : Function.Surjective s) (hq : ∀ k n, 0 ≤ q k n) (hown : ∀ n, 0 < q (s n) n)
    (hone : ∀ n j k, j ≠ s n → k ≠ s n → q j n ≠ 0 → q k n ≠ 0 → j = k)
    {a b : σ} (hab : a ≠ b) :
    SolvesMBAR s q f {a, b} ↔ flux s q f univ a b = flux s q f univ b a := by
  -- a sample shared by i and k has no weight elsewhere, so both mixtures agree
  have key : ∀ i k : σ, i ≠ k → i ∈ ({a, b} : Finset σ) → k ∈ ({a, b} : Finset σ) →
      flux s q f {a, b} i k = flux s q f univ i k := by
    intro i k hik hi hk
    refine Finset.sum_congr rfl fun n hn => ?_
    have hn' : s n = i := (Finset.mem_filter.mp hn).2
    by_cases h0 : q k n = 0
    · simp [share, h0]
    · have hm : mixture s q f {a, b} n = mixture s q f univ n := by
        refine Finset.sum_subset (Finset.subset_univ _) fun j _ hj => ?_
        have hj0 : q j n = 0 := by
          by_contra hne
          have hjs : j ≠ s n := fun h => hj (by rw [h, hn']; exact hi)
          have hks : k ≠ s n := fun h => hik (by rw [h, hn'])
          exact hj (by rw [hone n j k hjs hks hne h0]; exact hk)
        rw [hj0, mul_zero]
      unfold share
      rw [hm]
  have h1 := key a b hab (by simp) (by simp)
  have h2 := key b a hab.symm (by simp) (by simp)
  rw [solvesMBAR_iff_balance f _ hs hq hown]
  simp only [Finset.sum_pair hab]
  constructor
  · intro h
    have := h a (by simp)
    linarith
  · intro h k hk
    have hk' : k = a ∨ k = b := by simpa using hk
    rcases hk' with hk' | hk'
    · rw [hk']
      linarith
    · rw [hk']
      linarith
```

Q: Balance at each state still allows circulation. What excludes it?

A: A cut crossed by a single link. Sum the balance over a set $C$ of states:
$$0=\sum_{i\in C}\sum_j(J_{ij}-J_{ji})=\sum_{i\in C}\sum_{j\notin C}(J_{ij}-J_{ji})=J_{ab}-J_{ba}.$$
Terms inside $C$ cancel in pairs (`h1`), and only the link $a$–$b$ crosses (`h2`).

```lean
/-- If inflow equals outflow at every state and `a`-`b` is the only link that carries flux
between `C` and the remaining states, then the fluxes `a → b` and `b → a` are equal. -/
theorem balance_across_cut [Fintype σ] (J : σ → σ → ℝ)
    (hJ : ∀ k, ∑ i, J i k = ∑ i, J k i) (C : Finset σ) {a b : σ} (ha : a ∈ C) (hb : b ∉ C)
    (hcut : ∀ i ∈ C, ∀ j, j ∉ C → ¬(i = a ∧ j = b) → J i j = 0 ∧ J j i = 0) :
    J a b = J b a := by
  have h0 : ∑ i ∈ C, ∑ j, (J i j - J j i) = 0 :=
    Finset.sum_eq_zero fun i _ => by rw [Finset.sum_sub_distrib, hJ i, sub_self]
  -- the net flux inside C cancels in pairs
  have h1 : ∑ i ∈ C, ∑ j ∈ C, (J i j - J j i) = 0 := by
    simp only [Finset.sum_sub_distrib]
    exact sub_eq_zero.mpr Finset.sum_comm
  have h2 : ∑ i ∈ C, ∑ j ∈ Cᶜ, (J i j - J j i) = J a b - J b a := by
    rw [Finset.sum_eq_single_of_mem a ha, Finset.sum_eq_single_of_mem b (by simpa using hb)]
    · intro j hj hjb
      obtain ⟨e1, e2⟩ := hcut a ha j (by simpa using hj) (fun h => hjb h.2)
      rw [e1, e2, sub_self]
    · intro i hi hia
      refine Finset.sum_eq_zero fun j hj => ?_
      obtain ⟨e1, e2⟩ := hcut i hi j (by simpa using hj) (fun h => hia h.1)
      rw [e1, e2, sub_self]
  have h3 : ∑ i ∈ C, ∑ j, (J i j - J j i) =
      ∑ i ∈ C, ∑ j ∈ C, (J i j - J j i) + ∑ i ∈ C, ∑ j ∈ Cᶜ, (J i j - J j i) := by
    rw [← Finset.sum_add_distrib]
    exact Finset.sum_congr rfl fun i _ => (Finset.sum_add_sum_compl C _).symm
  linarith
```

On the chain, take $C=\{0,\dots,k\}$: only the link from $k$ to $k+1$ crosses, so $J_{k,k+1}=J_{k+1,k}$, which is the pair equation. Conversely, the pair equations make adjacent fluxes equal, and non-adjacent ones vanish (`hfar`). So $J_{ik}=J_{ki}$ for all $i,k$, and summing over $i$ gives MBAR.

In the final theorem, `hs` says that every state is sampled, and `k.castSucc` and `k.succ` are states $k$ and $k+1$. The vector $f$ is given; existence and statistical error are separate questions.

```lean
/-- For a chain of sampled states in which each sample overlaps at most one other, adjacent
state, `f` solves the MBAR equations if and only if it solves the two-state equations of each
adjacent pair, with only the samples drawn from that pair. -/
theorem mbar_iff_adjacent_pairs {K : ℕ} {s : ι → Fin (K + 1)} {q : Fin (K + 1) → ι → ℝ}
    (f : Fin (K + 1) → ℝ) (hs : Function.Surjective s) (h : ChainOverlap s q) :
    SolvesMBAR s q f univ ↔ ∀ k : Fin K, SolvesMBAR s q f {k.castSucc, k.succ} := by
  have hpair : ∀ k : Fin K, SolvesMBAR s q f {k.castSucc, k.succ} ↔
      flux s q f univ k.castSucc k.succ = flux s q f univ k.succ k.castSucc := fun k =>
    pair_iff_detailed_balance f hs h.nonneg h.own h.one_other (by
      intro e
      have := congrArg Fin.val e
      simp at this)
  -- no flux between states that are not adjacent
  have hfar : ∀ i j : Fin (K + 1), ((i : ℕ) + 1 < j ∨ (j : ℕ) + 1 < i) →
      flux s q f univ i j = 0 := by
    intro i j hij
    refine Finset.sum_eq_zero fun n hn => ?_
    have hn' : s n = i := (Finset.mem_filter.mp hn).2
    have h0 : q j n = 0 := by
      by_contra hne
      have := h.adjacent j n hne
      rw [hn'] at this
      omega
    simp [share, h0]
  rw [solvesMBAR_iff_balance f _ hs h.nonneg h.own]
  constructor
  · -- cut the chain between k and k + 1
    intro hb k
    rw [hpair]
    refine balance_across_cut _ (fun i => hb i (Finset.mem_univ i))
      (univ.filter fun i : Fin (K + 1) => (i : ℕ) ≤ k) (by simp) (by simp) ?_
    intro i hi j hj hne
    have hi' : (i : ℕ) ≤ k := (Finset.mem_filter.mp hi).2
    have hj' : ¬ (j : ℕ) ≤ k := fun e => hj (Finset.mem_filter.mpr ⟨Finset.mem_univ j, e⟩)
    have hgap : (i : ℕ) + 1 < j := by
      by_contra hlt
      refine hne ⟨Fin.ext ?_, Fin.ext ?_⟩
      · rw [Fin.val_castSucc]
        omega
      · rw [Fin.val_succ]
        omega
    exact ⟨hfar i j (Or.inl hgap), hfar j i (Or.inr hgap)⟩
  · -- detailed balance on every link gives balance at every state
    intro hp
    have hlt : ∀ i j : Fin (K + 1), i < j →
        flux s q f univ i j = flux s q f univ j i := by
      intro i j hij
      have hij' : (i : ℕ) < j := hij
      have hjK := j.isLt
      by_cases hadj : (i : ℕ) + 1 = j
      · have hk := (hpair ⟨i, by omega⟩).1 (hp ⟨i, by omega⟩)
        have e1 : (⟨i, by omega⟩ : Fin K).castSucc = i := Fin.ext rfl
        have e2 : (⟨i, by omega⟩ : Fin K).succ = j := Fin.ext hadj
        rwa [e1, e2] at hk
      · rw [hfar i j (Or.inl (by omega)), hfar j i (Or.inr (by omega))]
    intro k _
    refine Finset.sum_congr rfl fun i _ => ?_
    rcases lt_trichotomy i k with hik | hik | hik
    · exact hlt i k hik
    · rw [hik]
    · exact (hlt k i hik).symm
```

Q: Does anything satisfy all these conditions?

A: Yes: three states with one, two and one samples, checked entry by entry.

```lean
/-- Three states with one, two and one samples, where each sample has weight one in its own
state and in one adjacent state, are all sampled and form a chain with adjacent overlap. -/
theorem chainOverlap_witness :
    Function.Surjective (![0, 1, 1, 2] : Fin 4 → Fin 3) ∧
    ChainOverlap (K := 2) (![0, 1, 1, 2] : Fin 4 → Fin 3)
      ![![1, 1, 0, 0], ![1, 1, 1, 1], ![0, 0, 1, 1]] := by
  refine ⟨by decide, ?_, ?_, ?_, ?_⟩
  · intro k n
    fin_cases k <;> fin_cases n <;> simp
  · intro n
    fin_cases n <;> simp
  · intro k n
    fin_cases k <;> fin_cases n <;> simp
  · intro n j k
    fin_cases n <;> fin_cases j <;> fin_cases k <;> simp
```

Q: Must it be a chain?

A: The same cut argument, sketched here and not formalised, works on any tree of states if each sample overlaps at most one other state, joined to its own by an edge: removing an edge splits the tree in two.

A ring is different. Let each of three samples have weight one in its own state and the next. At $f=0$ every denominator is 2, so $J_{01}=J_{12}=J_{20}=\tfrac12$ while the reverse fluxes vanish. MBAR holds, but the equations for states 0 and 1 fail. Without adjacency, then, "at most one other state" is not enough for MBAR to imply the pair equations.

```lean
/-- On a ring of three states with one sample each, where each sample has weight one in its own
state and in the next, `f = 0` solves the MBAR equations but not the two-state equations of
states `0` and `1`. -/
theorem ring_counterexample :
    SolvesMBAR (id : Fin 3 → Fin 3) ![![1, 0, 1], ![1, 1, 0], ![0, 1, 1]]
      (fun _ => 0) univ ∧
    ¬ SolvesMBAR (id : Fin 3 → Fin 3) ![![1, 0, 1], ![1, 1, 0], ![0, 1, 1]]
      (fun _ => 0) {0, 1} := by
  have hN : ∀ k : Fin 3, count (id : Fin 3 → Fin 3) k = 1 := by decide
  constructor
  · intro k _
    fin_cases k <;> simp [mixture, hN, Fin.sum_univ_three] <;> norm_num
  · intro h
    have h0 := h 0 (by simp)
    revert h0
    simp [mixture, hN, Fin.sum_univ_three, Finset.sum_filter]

end

end MBARChain
```

```lean
#print axioms MBARChain.mbar_iff_adjacent_pairs
#print axioms MBARChain.ring_counterexample
```

```
'MBARChain.mbar_iff_adjacent_pairs' depends on axioms: [propext, Classical.choice, Quot.sound]
'MBARChain.ring_counterexample' depends on axioms: [propext, Classical.choice, Quot.sound]
```
